# Counting the coupling paths of $n$ spins one-half in the branching diagram

If you take the number of spin products with $M_S=S$ as the number of independent spin functions with total spin $S$ and this same $M_S$, you count too many whenever $S$ is below its maximum. Three electrons in three singly occupied orbitals have three products with $M_S=\tfrac12$, but one combination of them belongs to the quartet, and only two doublets remain. A list of configuration state functions sized by the products would contain a function of the wrong spin or a linear dependence.

The genealogical construction avoids this by coupling the spins one at a time. Each new spin one-half raises or lowers the total spin by $\tfrac12$, and the total spin never becomes negative. Every permitted sequence of intermediate spins is a path in the branching diagram and labels one spin function for each $M_S$. For a fixed spatial configuration with $n$ singly occupied orbitals, the number of paths to $S$ is therefore the number of configuration state functions with that $S$ and a given $M_S$. This link between paths and functions comes from angular momentum theory and is taken as given; the problems below concern the paths.

```lean
import Mathlib

open Finset

namespace BranchingDiagram
```

## Histories, intermediate spins and paths

Working with twice the spin keeps everything in the integers. Number the spins $i=0,\dots,n-1$ and let $\sigma_i=\pm1$ be the change of twice the total spin when spin $i$ is coupled. In Lean a history is a function `s : Fin n → Bool`, and `step` turns `true` into $+1$ and `false` into $-1$.

```lean
/-- The change of twice the total spin when one spin one-half is coupled:
`true` raises it by one, `false` lowers it by one. -/
def step (b : Bool) : ℤ := if b then 1 else -1
```

After $m$ spins, twice the total spin is $T_m=\sum_{i<m}\sigma_i$, with $T_0=0$.

```lean
/-- Twice the total spin after the first `m` spins of the history `s` have been coupled. -/
def twiceSpin {n : ℕ} (s : Fin n → Bool) (m : ℕ) : ℤ :=
  ∑ i : Fin n, if i.val < m then step (s i) else 0
```

A path to $M$ is a history with $T_m\ge0$ for all $m\le n$ and $T_n=M$. Here $M=2S$ is twice the total spin, not the magnetic quantum number.

```lean
/-- The paths of the branching diagram: coupling histories of `n` spins one-half whose
intermediate spins are all nonnegative and whose final spin is `M / 2`. -/
def couplingPaths (n : ℕ) (M : ℤ) : Finset (Fin n → Bool) :=
  Finset.univ.filter fun s => (∀ m ≤ n, 0 ≤ twiceSpin s m) ∧ twiceSpin s n = M
```

Write $f(n,M)$ for the number of these paths, `pathCount n M` in Lean. It is defined for every integer $M$, including values that no path reaches.

```lean
/-- The number of paths of the branching diagram from zero spins to `n` spins with
total spin `M / 2`. -/
def pathCount (n : ℕ) (M : ℤ) : ℕ := (couplingPaths n M).card
```

The last definition appends one more step to a history.

```lean
/-- The history `s` continued by coupling one more spin in the manner `b`. -/
def addSpin {n : ℕ} (s : Fin n → Bool) (b : Bool) : Fin (n + 1) → Bool :=
  Fin.snoc (α := fun _ => Bool) s b
```

## (a) Appending one spin to a path

**Task.** A history $s$ of $n$ spins is continued by a step $\delta=\pm1$. Show that

$$(s,\delta)\text{ is a path to }M\iff 0\le M\ \text{ and }\ s\text{ is a path to }M-\delta .$$

**Solution.** Let $T'_m$ be the partial sums of the longer history. The earlier ones are unchanged, $T'_m=T_m$ for $m\le n$, and the last one is $T'_{n+1}=T_n+\delta$. The end condition $T'_{n+1}=M$ therefore means $T_n=M-\delta$. The sign conditions for $m\le n$ are those of $s$, and the one for $m=n+1$ is $M\ge0$.

In the proof, `early` and `last` are the two statements about partial sums. The two directions of the equivalence then follow by sorting the conditions.

```lean
/-- A continued history is a path ending at `M` exactly when `M` is nonnegative and the
shorter history is a path ending one step before `M`. -/
theorem addSpin_mem_iff {n : ℕ} (s : Fin n → Bool) (b : Bool) (M : ℤ) :
    addSpin s b ∈ couplingPaths (n + 1) M ↔ 0 ≤ M ∧ s ∈ couplingPaths n (M - step b) := by
  -- the earlier spins are unchanged, the last one is shifted by the new step
  have early : ∀ m ≤ n, twiceSpin (addSpin s b) m = twiceSpin s m := by
    intro m hm
    have h' : ¬ n < m := by omega
    simp [twiceSpin, addSpin, Fin.sum_univ_castSucc, h']
  have last : twiceSpin (addSpin s b) (n + 1) = twiceSpin s n + step b := by

    have h2 : ∀ i : Fin n, i.val ≤ n := fun i => by omega
    simp [twiceSpin, addSpin, Fin.sum_univ_castSucc, h2]
  simp only [couplingPaths, Finset.mem_filter, Finset.mem_univ, true_and]
  constructor
  · rintro ⟨h, hM⟩
    have h0 := h (n + 1) le_rfl
    rw [hM] at h0
    rw [last] at hM
    refine ⟨h0, fun m hm => ?_, by linarith⟩
    rw [← early m hm]
    exact h m (by omega)
  · rintro ⟨h0, h, hM⟩
    have hl : twiceSpin (addSpin s b) (n + 1) = M := by rw [last, hM]; ring
    refine ⟨fun m hm => ?_, hl⟩
    rcases Nat.lt_or_ge n m with h' | h'
    · have hm' : m = n + 1 := by omega
      rw [hm', hl]
      exact h0
    · rw [early m h']
      exact h m h'
```

## (b) The branching rule

**Task.** Show that for $M\ge0$

$$f(n+1,M)=f(n,M-1)+f(n,M+1).$$

**Solution.** Sort the paths to $M$ by their last step. By (a), those ending with $+1$ correspond one to one to paths of $n$ spins to $M-1$, and those ending with $-1$ to paths to $M+1$. No path belongs to both classes, so the numbers add.

The condition $M\ge0$ is needed. For $n=0$ and $M=-1$ the left side is $f(1,-1)=0$, while the right side is $f(0,-2)+f(0,0)=0+1$.

Lean states the sorting as an equality of sets (`split`), shows that the two classes are disjoint (`disj`) and that appending a fixed step is injective (`inj`), and then compares cardinalities.

```lean
/-- The branching rule: for `0 ≤ M`, the number of paths of `n + 1` spins to `M` is the sum of the
numbers of paths of `n` spins to `M - 1` and to `M + 1`. -/
theorem pathCount_succ (n : ℕ) {M : ℤ} (hM : 0 ≤ M) :
    pathCount (n + 1) M = pathCount n (M - 1) + pathCount n (M + 1) := by
  have inj : ∀ b, Function.Injective (fun s : Fin n → Bool => addSpin s b) := by
    intro b s t h
    funext i
    have h' := congrFun h i.castSucc
    simpa [addSpin] using h'
  -- sort the paths by their last step
  have split : couplingPaths (n + 1) M =
      (couplingPaths n (M - 1)).image (fun s => addSpin s true) ∪
      (couplingPaths n (M + 1)).image (fun s => addSpin s false) := by
    ext t
    obtain ⟨s, b, rfl⟩ : ∃ s b, t = addSpin s b :=
      ⟨fun i => t i.castSucc, t (Fin.last n), by
        funext i
        refine Fin.lastCases ?_ (fun j => ?_) i <;> simp [addSpin]⟩
    rw [Finset.mem_union, Finset.mem_image, Finset.mem_image]
    constructor
    · intro h
      have h' := ((addSpin_mem_iff s b M).1 h).2
      cases b
      · exact Or.inr ⟨s, by simpa [step] using h', rfl⟩
      · exact Or.inl ⟨s, by simpa [step] using h', rfl⟩
    · rintro (⟨r, hr, h⟩ | ⟨r, hr, h⟩)
      · rw [← h]
        exact (addSpin_mem_iff r true M).2 ⟨hM, by simpa [step] using hr⟩
      · rw [← h]
        exact (addSpin_mem_iff r false M).2 ⟨hM, by simpa [step] using hr⟩
  have disj : Disjoint ((couplingPaths n (M - 1)).image (fun s => addSpin s true))
      ((couplingPaths n (M + 1)).image (fun s => addSpin s false)) := by
    refine Finset.disjoint_left.2 fun t h1 h2 => ?_
    obtain ⟨r, _, rfl⟩ := Finset.mem_image.1 h1
    obtain ⟨r', _, h⟩ := Finset.mem_image.1 h2
    have h' := congrFun h (Fin.last n)
    simp [addSpin] at h'
  unfold pathCount
  rw [split, Finset.card_union_of_disjoint disj, Finset.card_image_of_injective _ (inj true),
    Finset.card_image_of_injective _ (inj false)]
```

## (c) No negative total spin

**Task.** Show that $f(n,M)=0$ for $M<0$.

**Solution.** The sign condition at $m=n$ gives $M=T_n\ge0$, so no path ends at a negative $M$. The proof assumes a member of the path set and derives this contradiction.

```lean
/-- No path ends at a negative total spin. -/
theorem pathCount_neg (n : ℕ) {M : ℤ} (hM : M < 0) : pathCount n M = 0 := by
  rw [pathCount, Finset.card_eq_zero, Finset.eq_empty_iff_forall_notMem]
  intro s hs
  simp only [couplingPaths, Finset.mem_filter, Finset.mem_univ, true_and] at hs
  have h := hs.1 n le_rfl
  rw [hs.2] at h
  omega
```

## (d) No total spin above $n/2$

**Task.** Show that $f(n,M)=0$ for $M>n$.

**Solution.** Use induction on $n$. For $n=0$ the only history is empty and ends at $0$. If $M>n+1$, then $M-1$ and $M+1$ both exceed $n$, so both terms of the branching rule vanish. The Lean induction keeps $M$ general because the step uses the hypothesis at two different values.

```lean
/-- No path of `n` spins one-half ends at a total spin above `n / 2`. -/
theorem pathCount_gt (n : ℕ) : ∀ M : ℤ, (n : ℤ) < M → pathCount n M = 0 := by
  induction n with
  | zero =>
    intro M h
    have h' : (0 : ℤ) ≠ M := by
      push_cast at h
      omega
    simp [pathCount, couplingPaths, twiceSpin, h']
  | succ n ih =>
    intro M h
    push_cast at h
    rw [pathCount_succ n (by omega), ih _ (by omega), ih _ (by omega)]
```

## (e) One path to the highest spin

**Task.** Show that $f(n,n)=1$.

**Solution.** The empty history gives $f(0,0)=1$. By (b) and (d),

$$f(n+1,n+1)=f(n,n)+f(n,n+2)=1+0=1 .$$

The proof performs the same induction.

```lean
/-- Exactly one path leads to the highest total spin `n / 2`. -/
theorem pathCount_top (n : ℕ) : pathCount n (n : ℤ) = 1 := by
  induction n with
  | zero => simp [pathCount, couplingPaths, twiceSpin]
  | succ n ih =>
    have h := pathCount_succ n (M := (n : ℤ) + 1) (by omega)
    rw [add_sub_cancel_right, ih, pathCount_gt n _ (by omega)] at h
    push_cast
    exact h
```

## (f) The number of paths to $S=n/2-k$

**Task.** For $1\le k$ and $2k\le n$, show that

$$f(n,n-2k)=\binom nk-\binom n{k-1}.$$

**Solution.** Put $k=j+1$ and prove the formula by induction on $n$ in the slightly wider range $2(j+1)\le n+1$, which includes the line $M=-1$ just below the singlets. For $n=0$ the range is empty.

For the step to $n+1$, suppose $2(j+1)\le n+2$. In the case of equality the end point is $M=-1$, so the count is zero by (c). The binomials $\binom{n+1}{j+1}$ and $\binom{n+1}{j}$ are then equal by symmetry, because $n+1=(j+1)+j$.

Otherwise $M=n+1-2(j+1)\ge0$, and the branching rule gives

$$f(n+1,n+1-2(j+1))=f(n,n-2(j+1))+f(n,n-2j).$$

By the induction hypothesis the first term is $\binom n{j+1}-\binom nj$. The second is $\binom nj-\binom n{j-1}$, where for $j=0$ we set $\binom n{-1}=0$ and use (e). With Pascal's rule the sum becomes

$$\binom n{j+1}-\binom n{j-1}
=\left[\binom n{j+1}+\binom nj\right]-\left[\binom nj+\binom n{j-1}\right]
=\binom{n+1}{j+1}-\binom{n+1}{j}.$$

Both hypotheses matter. For $k=0$, Lean's natural-number subtraction reads $k-1$ as $0$, so the right side would be $0$, although $f(n,n)=1$. For $n=2$, $k=2$ the right side is $1-2=-1$, which no count can equal.

In Lean the difference of binomials is taken in $\mathbb Z$. The wider induction is `aux`. Its `h2` writes the second term as $2\binom nj-\binom{n+1}j$, a form that covers $j=0$ without a binomial of negative index.

```lean
/-- The branching diagram formula: for `1 ≤ k` and `2 * k ≤ n`, the number of paths of `n` spins
one-half to total spin `n / 2 - k` is `C(n, k) - C(n, k - 1)`. -/
theorem branching_formula {n k : ℕ} (hk : 1 ≤ k) (hn : 2 * k ≤ n) :
    (pathCount n ((n : ℤ) - 2 * k) : ℤ) = (n.choose k : ℤ) - (n.choose (k - 1) : ℤ) := by
  -- the induction also carries the boundary line just below spin zero
  have aux : ∀ n j : ℕ, 2 * (j + 1) ≤ n + 1 →
      (pathCount n ((n : ℤ) - 2 * ((j : ℤ) + 1)) : ℤ)
        = (n.choose (j + 1) : ℤ) - (n.choose j : ℤ) := by
    intro n
    induction n with
    | zero => intro j h; omega
    | succ n ih =>
      intro j h
      by_cases hb : 2 * (j + 1) = n + 2
      · rw [pathCount_neg (n + 1) (by push_cast; omega),
          Nat.choose_symm_of_eq_add (show n + 1 = (j + 1) + j by omega)]
        simp
      · have h2 : (pathCount n ((n : ℤ) - 2 * (j : ℤ)) : ℤ)
            = 2 * (n.choose j : ℤ) - ((n + 1).choose j : ℤ) := by
          cases j with
          | zero => simp [pathCount_top]
          | succ i =>
            have h3 := ih i (by omega)
            rw [Nat.choose_succ_succ' n i]
            push_cast
            linarith
        have h1 := ih j (by omega)
        have hr := pathCount_succ n (M := ((n + 1 : ℕ) : ℤ) - 2 * ((j : ℤ) + 1))
          (by push_cast; omega)
        rw [show ((n + 1 : ℕ) : ℤ) - 2 * ((j : ℤ) + 1) - 1 = (n : ℤ) - 2 * ((j : ℤ) + 1) by
            push_cast; ring,
          show ((n + 1 : ℕ) : ℤ) - 2 * ((j : ℤ) + 1) + 1 = (n : ℤ) - 2 * (j : ℤ) by
            push_cast; ring] at hr
        rw [hr, Nat.choose_succ_succ' n j, Nat.cast_add, Nat.cast_add, h1, h2]
        ring
  obtain ⟨j, rfl⟩ : ∃ j, k = j + 1 := ⟨k - 1, by omega⟩
  have h := aux n j (by omega)
  rw [Nat.add_sub_cancel]
  push_cast
  exact h
```

## (g) A product form with the multiplicity

**Task.** For $2k\le n$, now including $k=0$, show that

$$(n+1-k)\,f(n,n-2k)=(n+1-2k)\binom nk .$$

The factor $n+1-2k$ is the multiplicity $2S+1$.

**Solution.** For $k=0$ both sides are $n+1$ by (e). For $k\ge1$ use $k\binom nk=(n+1-k)\binom n{k-1}$ in (f):

$$(n+1-k)\left[\binom nk-\binom n{k-1}\right]=(n+1-k)\binom nk-k\binom nk=(n+1-2k)\binom nk .$$

The binomial identity is `c` in the proof, written with $k=j+1$; `linear_combination c` does the remaining algebra.

```lean
/-- The product form of the path number: with `2S = n - 2k`, the number of paths times
`n + 1 - k` equals the multiplicity `2S + 1` times `C(n, k)`. -/
theorem branching_product {n k : ℕ} (hn : 2 * k ≤ n) :
    ((n : ℤ) + 1 - k) * (pathCount n ((n : ℤ) - 2 * k) : ℤ)
      = ((n : ℤ) + 1 - 2 * k) * (n.choose k : ℤ) := by
  cases k with
  | zero => simp [pathCount_top]
  | succ j =>
    have c : (n.choose (j + 1) : ℤ) * ((j : ℤ) + 1) = (n.choose j : ℤ) * ((n : ℤ) - j) := by
      have h := congrArg (Nat.cast : ℕ → ℤ) (Nat.choose_succ_right_eq n j)
      push_cast [Nat.cast_sub (show j ≤ n by omega)] at h
      exact h
    rw [branching_formula (by omega) hn, Nat.add_sub_cancel]
    push_cast
    linear_combination c
```

## (h) Singlets of an even number of spins

**Task.** Show that

$$(k+1)\,f(2k,0)=\binom{2k}{k}.$$

**Solution.** Put $n=2k$ in (g). The prefactors become $k+1$ and $1$. Six spins, for example, have $20/4=5$ singlet paths. Lean derives the equation in $\mathbb Z$ and transfers it to the natural numbers.

```lean
/-- The number of singlet paths of `2k` spins one-half, times `k + 1`, is the central
binomial coefficient `C(2k, k)`. -/
theorem singlet_count (k : ℕ) : (k + 1) * pathCount (2 * k) 0 = (2 * k).choose k := by
  have h := branching_product (n := 2 * k) (k := k) le_rfl
  push_cast at h
  rw [sub_self] at h
  have h' : ((k : ℤ) + 1) * (pathCount (2 * k) 0 : ℤ) = ((2 * k).choose k : ℤ) := by
    linear_combination h
  exact_mod_cast h'
```

## (i) The sum rule for multiplicities

**Task.** Show that

$$\sum_{M=0}^{n}(M+1)\,f(n,M)=2^n .$$

**Solution.** For $n=0$ the sum is $f(0,0)=1$. For the step, insert the branching rule into the sum for $n+1$ and shift the index in each part:

$$\sum_{M=0}^{n+1}(M+1)f(n,M-1)=\sum_{M=0}^{n}(M+2)f(n,M),$$

$$\sum_{M=0}^{n+1}(M+1)f(n,M+1)=\sum_{M=0}^{n}M\,f(n,M).$$

The first shift uses $f(n,-1)=0$, the second $f(n,n+1)=f(n,n+2)=0$. Together the parts give $\sum_{M=0}^{n}2(M+1)f(n,M)=2\cdot2^n$.

Since $M+1=2S+1$, the paths weighted by multiplicity account for the full dimension of the space of $n$ spins one-half. The two shifted sums are `up` and `down` in the proof.

```lean
/-- The sum rule: the path numbers of `n` spins one-half, weighted with the multiplicities `2S + 1 =
M + 1`, add up to `2 ^ n`. -/
theorem multiplicity_sum (n : ℕ) :
    ∑ M ∈ range (n + 1), (M + 1) * pathCount n (M : ℤ) = 2 ^ n := by
  induction n with
  | zero => simpa using pathCount_top 0
  | succ n ih =>
    have hrec : ∀ M : ℕ, pathCount (n + 1) (M : ℤ)
        = pathCount n ((M : ℤ) - 1) + pathCount n ((M : ℤ) + 1) :=
      fun M => pathCount_succ n (by omega)
    -- paths whose last step raises the spin
    have up : ∑ M ∈ range (n + 1 + 1), (M + 1) * pathCount n ((M : ℤ) - 1)
        = ∑ M ∈ range (n + 1), (M + 1 + 1) * pathCount n (M : ℤ) := by
      have z : pathCount n (((0 : ℕ) : ℤ) - 1) = 0 := pathCount_neg n (by norm_num)
      rw [Finset.sum_range_succ' _ (n + 1), z, mul_zero, add_zero]
      refine Finset.sum_congr rfl fun M _ => ?_
      rw [show ((M + 1 : ℕ) : ℤ) - 1 = (M : ℤ) by push_cast; ring]
    -- paths whose last step lowers the spin
    have down : ∑ M ∈ range (n + 1 + 1), (M + 1) * pathCount n ((M : ℤ) + 1)
        = ∑ M ∈ range (n + 1), M * pathCount n (M : ℤ) := by
      have z1 : pathCount n ((n + 1 : ℕ) : ℤ) = 0 := pathCount_gt n _ (by push_cast; omega)
      have z2 : pathCount n ((n + 1 + 1 : ℕ) : ℤ) = 0 :=
        pathCount_gt n _ (by push_cast; omega)
      have e : ∑ M ∈ range (n + 1 + 1 + 1), M * pathCount n (M : ℤ)
          = ∑ M ∈ range (n + 1), M * pathCount n (M : ℤ) := by
        rw [Finset.sum_range_succ _ (n + 1 + 1), Finset.sum_range_succ _ (n + 1), z1, z2,
          mul_zero, mul_zero, add_zero, add_zero]
      rw [← e, Finset.sum_range_succ' _ (n + 1 + 1)]
      simp
    simp_rw [hrec, mul_add, Finset.sum_add_distrib]
    rw [up, down, ← Finset.sum_add_distrib, pow_succ, ← ih, Finset.sum_mul]
    refine Finset.sum_congr rfl fun M _ => ?_
    ring

end BranchingDiagram
```

```lean
#print axioms BranchingDiagram.branching_formula
#print axioms BranchingDiagram.singlet_count
#print axioms BranchingDiagram.multiplicity_sum
```

```
'BranchingDiagram.branching_formula' depends on axioms: [propext, Classical.choice, Quot.sound]
'BranchingDiagram.singlet_count' depends on axioms: [propext, Classical.choice, Quot.sound]
'BranchingDiagram.multiplicity_sum' depends on axioms: [propext, Classical.choice, Quot.sound]
```
